# Equal forward and reverse transmission through an asymmetric one-dimensional barrier, at any energy above both leads

A scattering state is modelled here as a function on the whole line that satisfies the stationary Schrödinger equation at every point and is a sum of two plane waves in each lead. For two such states at the same energy, one incident from each side, the flux transmission probabilities are equal even when the leads lie at different potentials.

```lean
import Mathlib

open Complex (I)
open scoped Topology

namespace AsymmetricBarrier

noncomputable section

/-- The stationary Schrödinger equation `u'' = (V - E) u` on the whole line, for a real
potential `V` and a real energy `E`. -/
def Solves (V : ℝ → ℝ) (E : ℝ) (u : ℝ → ℂ) : Prop :=
  ∀ x, HasDerivAt u (deriv u x) x ∧ HasDerivAt (deriv u) (((V x : ℂ) - E) * u x) x

/-- The wave number at energy `E` in a lead of constant potential `a`, for `a ≤ E`. -/
def waveNumber (E a : ℝ) : ℝ := Real.sqrt (E - a)

/-- For `k > 0`, a right-moving plane wave of amplitude `A` plus a left-moving one of amplitude `B`.
-/
def wave (k : ℝ) (A B : ℂ) (x : ℝ) : ℂ :=
  A * Complex.exp (I * k * x) + B * Complex.exp (-(I * k) * x)

/-- For an energy above both lead levels, a solution with right- and left-moving amplitudes `A`, `B`
in the left lead `x ≤ 0` (level `a`) and `C`, `D` in the right lead `x ≥ L` (level `b`). -/
structure IsScattering (V : ℝ → ℝ) (E a b L : ℝ) (u : ℝ → ℂ) (A B C D : ℂ) : Prop where
  solves : Solves V E u
  left : ∀ x ≤ 0, u x = wave (waveNumber E a) A B x
  right : ∀ x ≥ L, u x = wave (waveNumber E b) C D x

/-- The flux transmission probability of a unit incident wave with wave number `kin ≠ 0`,
transmitted with amplitude `t` and wave number `kout`. -/
def transmission (kin kout : ℝ) (t : ℂ) : ℝ := kout / kin * ‖t‖ ^ 2

/-- The Wronskian `u v' - u' v` of two wave functions. -/
def wronskian (u v : ℝ → ℂ) (x : ℝ) : ℂ := u x * deriv v x - deriv u x * v x

/-- A quantity with zero derivative throughout an interval has the same value at any two of
its points. -/
theorem const_on {f : ℝ → ℂ} {s : Set ℝ} (hs : Convex ℝ s)
    (h : ∀ x ∈ s, HasDerivAt f 0 x) {x y : ℝ} (hx : x ∈ s) (hy : y ∈ s) : f y = f x := by
  have h0 := hs.norm_image_sub_le_of_norm_hasDerivWithin_le (f' := fun _ => 0) (C := 0)
    (fun z hz => (h z hz).hasDerivWithinAt) (by simp) hx hy
  exact sub_eq_zero.mp (norm_le_zero_iff.mp (h0.trans_eq (zero_mul _)))

/-- The exponential `exp (c x)` has derivative `c exp (c x)` along the real line. -/
theorem hasDerivAt_expc (c : ℂ) (x : ℝ) :
    HasDerivAt (fun y : ℝ => Complex.exp (c * y)) (c * Complex.exp (c * x)) x := by
  have h : HasDerivAt (fun z : ℂ => Complex.exp (c * z)) (c * Complex.exp (c * x)) (x : ℂ) :=
    ((hasDerivAt_id' (x : ℂ)).const_mul c).cexp.congr_deriv (by ring)
  exact h.comp_ofReal

/-- On an interval where the potential has a constant value `a` below the energy, every solution
is a sum of a right-moving and a left-moving plane wave. -/
theorem lead_decomposition {V : ℝ → ℝ} {E a : ℝ} {u : ℝ → ℂ} {s : Set ℝ} (hs : Convex ℝ s)
    {x₀ : ℝ} (hx₀ : x₀ ∈ s) (hV : ∀ x ∈ s, V x = a) (ha : a < E) (hu : Solves V E u) :
    ∃ A B : ℂ, ∀ x ∈ s, u x = wave (waveNumber E a) A B x := by
  -- each root c of c² = a - E gives a first integral (u' + c u) exp (-c x)
  have key : ∀ c : ℂ, c ^ 2 = a - E →
      ∃ P : ℂ, ∀ x ∈ s, deriv u x + c * u x = P * Complex.exp (c * x) := by
    intro c hc
    have hd : ∀ x ∈ s, HasDerivAt
        (fun y : ℝ => (deriv u y + c * u y) * Complex.exp (-c * y)) 0 x := by
      intro x hx
      refine (((hu x).2.fun_add ((hu x).1.const_mul c)).fun_mul
        (hasDerivAt_expc (-c) x)).congr_deriv ?_
      rw [hV x hx]
      linear_combination (-(u x) * Complex.exp (-c * x)) * hc
    refine ⟨(deriv u x₀ + c * u x₀) * Complex.exp (-c * x₀), fun x hx => ?_⟩
    have h := const_on hs hd hx₀ hx
    beta_reduce at h
    have he : Complex.exp (-c * x) * Complex.exp (c * x) = 1 := by
      rw [← Complex.exp_add]; simp
    linear_combination Complex.exp (c * x) * h - (deriv u x + c * u x) * he
  have hk : 0 < waveNumber E a := Real.sqrt_pos.mpr (sub_pos.mpr ha)
  have hr : waveNumber E a ^ 2 = E - a := Real.sq_sqrt (sub_pos.mpr ha).le
  have hk2 : (waveNumber E a : ℂ) ^ 2 = E - a := by
    rw [← Complex.ofReal_pow, hr, Complex.ofReal_sub]
  have hc : (I * (waveNumber E a : ℂ)) ^ 2 = a - E := by
    linear_combination (waveNumber E a : ℂ) ^ 2 * Complex.I_sq - hk2
  obtain ⟨P, hP⟩ := key _ hc
  obtain ⟨Q, hQ⟩ := key (-(I * (waveNumber E a : ℂ))) (by rw [neg_sq]; exact hc)
  have hne : 2 * (I * (waveNumber E a : ℂ)) ≠ 0 :=
    mul_ne_zero two_ne_zero (mul_ne_zero Complex.I_ne_zero (Complex.ofReal_ne_zero.mpr hk.ne'))
  obtain ⟨m, hm⟩ : ∃ m : ℂ, m * (2 * (I * (waveNumber E a : ℂ))) = 1 :=
    ⟨_, inv_mul_cancel₀ hne⟩
  refine ⟨m * P, -(m * Q), fun x hx => ?_⟩
  unfold wave
  linear_combination m * (hP x hx - hQ x hx) - u x * hm

/-- If the potential equals `a` for `x ≤ 0` and `b` for `x ≥ L`, and the energy lies above both
levels, every solution has plane-wave amplitudes in the two leads. -/
theorem exists_amplitudes {V : ℝ → ℝ} {E a b L : ℝ} {u : ℝ → ℂ} (hVa : ∀ x ≤ 0, V x = a)
    (hVb : ∀ x ≥ L, V x = b) (ha : a < E) (hb : b < E) (hu : Solves V E u) :
    ∃ A B C D : ℂ, IsScattering V E a b L u A B C D := by
  obtain ⟨A, B, h1⟩ := lead_decomposition (convex_Iic (0 : ℝ))
    (Set.mem_Iic.mpr le_rfl) hVa ha hu
  obtain ⟨C, D, h2⟩ := lead_decomposition (convex_Ici L) (Set.mem_Ici.mpr le_rfl) hVb hb hu
  exact ⟨A, B, C, D, hu, h1, h2⟩

/-- The Wronskian of two solutions at the same energy is the same at all positions. -/
theorem wronskian_const {V : ℝ → ℝ} {E : ℝ} {u v : ℝ → ℂ} (hu : Solves V E u)
    (hv : Solves V E v) (x y : ℝ) : wronskian u v y = wronskian u v x := by
  refine const_on convex_univ (fun z _ => ?_) (Set.mem_univ x) (Set.mem_univ y)
  exact (((hu z).1.fun_mul (hv z).2).fun_sub ((hu z).2.fun_mul (hv z).1)).congr_deriv (by ring)

/-- If two functions are sums of plane waves with the same wave number `k` throughout a
neighbourhood of a point, their Wronskian at that point is `2ik (BC - AD)`. -/
theorem wronskian_wave {k x : ℝ} {u v : ℝ → ℂ} {A B C D : ℂ} {s : Set ℝ} (hs : s ∈ 𝓝 x)
    (hu : ∀ y ∈ s, u y = wave k A B y) (hv : ∀ y ∈ s, v y = wave k C D y) :
    wronskian u v x = 2 * I * k * (B * C - A * D) := by
  have d : ∀ (w : ℝ → ℂ) (F G : ℂ), (∀ y ∈ s, w y = wave k F G y) →
      deriv w x = I * k * (F * Complex.exp (I * k * x) - G * Complex.exp (-(I * k) * x)) := by
    intro w F G hw
    have e : w =ᶠ[𝓝 x] wave k F G := Filter.eventually_of_mem hs hw
    have h : HasDerivAt (wave k F G) _ x :=
      ((hasDerivAt_expc (I * k) x).const_mul F).fun_add
        ((hasDerivAt_expc (-(I * k)) x).const_mul G)
    rw [e.deriv_eq, h.deriv]
    ring
  have he : Complex.exp (I * k * x) * Complex.exp (-(I * k) * x) = 1 := by
    rw [← Complex.exp_add]; simp
  have hx := mem_of_mem_nhds hs
  rw [wronskian, d u A B hu, d v C D hv, hu x hx, hv x hx]
  simp only [wave]
  linear_combination 2 * I * k * (B * C - A * D) * he

/-- The amplitudes of two scattering solutions at the same energy obey a bilinear relation that
links the two leads, each lead weighted by its wave number. -/
theorem amplitude_relation {V : ℝ → ℝ} {E a b L : ℝ} {u v : ℝ → ℂ} {A B C D A' B' C' D' : ℂ}
    (hu : IsScattering V E a b L u A B C D) (hv : IsScattering V E a b L v A' B' C' D') :
    (waveNumber E a : ℂ) * (B * A' - A * B') = waveNumber E b * (D * C' - C * D') := by
  have h := wronskian_const hu.solves hv.solves (L + 1) (-1)
  rw [wronskian_wave (Iic_mem_nhds (by norm_num : (-1 : ℝ) < 0)) hu.left hv.left,
    wronskian_wave (Ici_mem_nhds (by linarith : L < L + 1)) hu.right hv.right] at h
  refine mul_left_cancel₀ (mul_ne_zero two_ne_zero Complex.I_ne_zero : (2 : ℂ) * I ≠ 0) ?_
  linear_combination h

/-- Flux conservation: the net current, wave number times the difference of the squared right- and
left-moving amplitudes, is the same in both leads. -/
theorem flux_conservation {V : ℝ → ℝ} {E a b L : ℝ} {u : ℝ → ℂ} {A B C D : ℂ}
    (h : IsScattering V E a b L u A B C D) :
    waveNumber E a * (‖A‖ ^ 2 - ‖B‖ ^ 2) = waveNumber E b * (‖C‖ ^ 2 - ‖D‖ ^ 2) := by
  -- conjugation exchanges right- and left-moving waves
  have hw : ∀ (k : ℝ) (F G : ℂ) (x : ℝ), star (wave k F G x) = wave k (star G) (star F) x := by
    intro k F G x
    have e1 : star (Complex.exp (I * k * x)) = Complex.exp (-(I * k) * x) := by
      change (starRingEnd ℂ) _ = _
      rw [← Complex.exp_conj]; congr 1; simp
    have e2 : star (Complex.exp (-(I * k) * x)) = Complex.exp (I * k * x) := by
      rw [← e1, star_star]
    unfold wave
    rw [star_add, star_mul', star_mul', e1, e2]
    ring
  have hd : deriv (fun x => star (u x)) = fun x => star (deriv u x) :=
    funext fun x => (h.solves x).1.star.deriv
  -- the potential is real, so the conjugate wave solves the same equation
  have hs : IsScattering V E a b L (fun x => star (u x)) (star B) (star A) (star D) (star C) := by
    refine ⟨fun x => ?_, fun x hx => ?_, fun x hx => ?_⟩
    · rw [hd]
      exact ⟨(h.solves x).1.star, (h.solves x).2.star.congr_deriv
        (by rw [star_mul', star_sub]; simp)⟩
    · rw [h.left x hx, hw]
    · rw [h.right x hx, hw]
  have n : ∀ z : ℂ, z * star z = ((‖z‖ ^ 2 : ℝ) : ℂ) := fun z => by
    change z * (starRingEnd ℂ) z = _
    rw [Complex.mul_conj, Complex.normSq_eq_norm_sq]
  have hr := amplitude_relation h hs
  simp only [n] at hr
  have hr' : waveNumber E a * (‖B‖ ^ 2 - ‖A‖ ^ 2) = waveNumber E b * (‖D‖ ^ 2 - ‖C‖ ^ 2) := by
    exact_mod_cast hr
  linear_combination -hr'

/-- For an energy above both lead levels, unit waves incident from the left and from the right have
equal flux transmission probabilities, and each adds up to one with its reflection probability. -/
theorem transmission_reciprocity {V : ℝ → ℝ} {E a b L : ℝ} {u v : ℝ → ℂ} {r t r' t' : ℂ}
    (ha : a < E) (hb : b < E) (hu : IsScattering V E a b L u 1 r t 0)
    (hv : IsScattering V E a b L v 0 t' r' 1) :
    transmission (waveNumber E a) (waveNumber E b) t =
        transmission (waveNumber E b) (waveNumber E a) t' ∧
      ‖r‖ ^ 2 + transmission (waveNumber E a) (waveNumber E b) t = 1 ∧
      ‖r'‖ ^ 2 + transmission (waveNumber E b) (waveNumber E a) t' = 1 := by
  have hk : 0 < waveNumber E a := Real.sqrt_pos.mpr (sub_pos.mpr ha)
  have hq : 0 < waveNumber E b := Real.sqrt_pos.mpr (sub_pos.mpr hb)
  have hf := flux_conservation hu
  have hg := flux_conservation hv
  rw [norm_one, norm_zero] at hf hg
  -- the Wronskian relation between the two scattering solutions
  have h : (waveNumber E b : ℂ) * t = waveNumber E a * t' := by
    linear_combination amplitude_relation hu hv
  have hn : waveNumber E b * ‖t‖ = waveNumber E a * ‖t'‖ := by
    have h' := congrArg norm h
    rwa [norm_mul, norm_mul, Complex.norm_of_nonneg hq.le, Complex.norm_of_nonneg hk.le] at h'
  unfold transmission
  rw [div_mul_eq_mul_div, div_mul_eq_mul_div]
  refine ⟨?_, ?_, ?_⟩
  · rw [div_eq_div_iff hk.ne' hq.ne']
    linear_combination (waveNumber E b * ‖t‖ + waveNumber E a * ‖t'‖) * hn
  · rw [← eq_sub_iff_add_eq', div_eq_iff hk.ne']
    linear_combination -hf
  · rw [← eq_sub_iff_add_eq', div_eq_iff hq.ne']
    linear_combination -hg

/-- For an energy above both lead levels and a nonzero transmitted amplitude `t`, the bare
amplitudes `t` and `t'` of the two directions are equal exactly when the lead levels are equal. -/
theorem amplitudes_eq_iff {V : ℝ → ℝ} {E a b L : ℝ} {u v : ℝ → ℂ} {r t r' t' : ℂ}
    (ha : a < E) (hb : b < E) (ht : t ≠ 0) (hu : IsScattering V E a b L u 1 r t 0)
    (hv : IsScattering V E a b L v 0 t' r' 1) : t = t' ↔ a = b := by
  have h : (waveNumber E b : ℂ) * t = waveNumber E a * t' := by
    linear_combination amplitude_relation hu hv
  constructor
  · intro e
    rw [← e] at h
    have hkq : waveNumber E b = waveNumber E a := Complex.ofReal_injective (mul_right_cancel₀ ht h)
    have h1 : waveNumber E a ^ 2 = E - a := Real.sq_sqrt (sub_pos.mpr ha).le
    have h2 : waveNumber E b ^ 2 = E - b := Real.sq_sqrt (sub_pos.mpr hb).le
    rw [hkq] at h2
    linarith
  · intro e
    have hq : 0 < waveNumber E b := Real.sqrt_pos.mpr (sub_pos.mpr hb)
    rw [e] at h
    exact mul_left_cancel₀ (Complex.ofReal_ne_zero.mpr hq.ne') h

end

end AsymmetricBarrier
```

```lean
#print axioms AsymmetricBarrier.exists_amplitudes
#print axioms AsymmetricBarrier.transmission_reciprocity
#print axioms AsymmetricBarrier.amplitudes_eq_iff
```

```
'AsymmetricBarrier.exists_amplitudes' depends on axioms: [propext, Classical.choice, Quot.sound]
'AsymmetricBarrier.transmission_reciprocity' depends on axioms: [propext, Classical.choice, Quot.sound]
'AsymmetricBarrier.amplitudes_eq_iff' depends on axioms: [propext, Classical.choice, Quot.sound]
```

The equation is

u'' = (V − E)u,

in units with ħ²/2m = 1, so the particle has the same mass everywhere. `Solves V E u` says that u is differentiable, and that its derivative is differentiable with this value, at every x. The left lead is x ≤ 0 at level a, the right lead x ≥ L at level b. Write k for `waveNumber E a` and q for `waveNumber E b`:

k = √(E − a), q = √(E − b).

`IsScattering V E a b L u A B C D` then says that u solves the equation and that

u(x) = A exp(ikx) + B exp(−ikx) for x ≤ 0,
u(x) = C exp(iqx) + D exp(−iqx) for x ≥ L.

A and C belong to right-moving waves, B and D to left-moving ones. A unit wave incident from the left has amplitudes (1, r, t, 0), and a unit wave incident from the right has (0, t', r', 1). A plane wave carries a flux proportional to its wave number times its squared amplitude, so `transmission` is (q/k)|t|² from the left and (k/q)|t'|² from the right. For a < E and b < E, `transmission_reciprocity` states

(q/k)|t|² = (k/q)|t'|²,
|r|² + (q/k)|t|² = 1,
|r'|² + (k/q)|t'|² = 1.

The two scattering solutions are given, and their existence is not proved. Continuity of V, which would guarantee it when V is constant and below E in each lead, is therefore no hypothesis, and L may be any real number. A bounded potential with a sharp step has no such solutions: a wave incident from one side carries a current, so u is non-zero at the step and u'' would have to jump there, but a derivative cannot have a jump. A barrier that only approaches its lead levels at infinity, such as the asymmetric Eckart barrier, does not fit either, because the plane waves must be exact from x = 0 and x = L outwards. Transmission is equal in both directions for sharp steps and for the Eckart barrier too, but the theorems here do not cover them. The energy may lie below or above the top of the barrier.

The plane-wave form follows from constant potentials in the leads. Where V = a, take c = ik or c = −ik, so that c² = a − E. Then

d/dx [(u' + cu) exp(−cx)] = (u'' − c²u) exp(−cx) = 0.

Hence there are constants P and Q with

u' + iku = P exp(ikx),
u' − iku = Q exp(−ikx).

Subtracting and dividing by 2ik, which is non-zero because E > a, gives A = P/(2ik) and B = −Q/(2ik). This is `lead_decomposition`; its inner statement `key` handles both signs of c, and `const_on` turns a zero derivative into a constant through the mean value inequality. `exists_amplitudes` applies the result to both leads.

The link between the leads is the Wronskian W = uv' − u'v of two solutions. Its derivative is

W' = uv'' − u''v = (V − E)(uv − uv) = 0,

which is `wronskian_const`. Let v have amplitudes A', B', C', D'. In the left lead the terms with exp(±2ikx) cancel, and what remains is

W = 2ik(BA' − AB').

This is `wronskian_wave`, whose statement writes C and D for the amplitudes A' and B' of v in the same lead. The right lead gives the same expression with q and the other amplitudes. `amplitude_relation` evaluates W at x = −1 and x = L + 1, inside the two leads, and cancels 2i:

k(BA' − AB') = q(DC' − CD').

Two choices of v give the physics. First, let v be the complex conjugate of u. It solves the same equation because V and E are real, and conjugation exchanges left- and right-moving waves, so A' = B*, B' = A*, C' = D*, D' = C*. The relation becomes `flux_conservation`:

k(|A|² − |B|²) = q(|C|² − |D|²).

For the two incident waves this reads k(1 − |r|²) = q|t|² and −k|t'|² = q(|r'|² − 1). Dividing by k and q respectively gives the two sum rules.

Second, let u be the wave incident from the left and v the one incident from the right. Now the relation reduces to

qt = kt'.

Taking norms, |t'| = (q/k)|t|, and therefore

(k/q)|t'|² = (k/q)(q/k)²|t|² = (q/k)|t|².

In the Lean proof, `h` is the complex equation and `hn` its norm; `linear_combination` does the remaining algebra after the denominators are cleared.

The bare amplitudes behave differently. If E − a = 4 and E − b = 1, then k = 2 and q = 1, so t' = t/2, while both probabilities equal |t|²/2. `amplitudes_eq_iff` says that, for t ≠ 0, t = t' holds exactly when a = b: equal amplitudes in qt = kt' force q = k, and squaring the wave numbers gives a = b.

In a one-dimensional tunnelling correction to a reaction rate, this means that one integration per energy serves both directions. Start at x = L with a purely transmitted wave,

u(L) = exp(iqL), u'(L) = iq exp(iqL),

integrate back to x = 0, and read off the incident amplitude

A = ½[u(0) + u'(0)/(ik)].

Dividing the solution by A makes the incident wave a unit wave, so t = 1/A and the forward probability is q/(k|A|²). The same number is the reverse probability at the same total energy E, though not at the same incident kinetic energy, since E − a and E − b differ. With energies measured from a common zero, the forward and reverse thermal rate constants then contain the same Boltzmann-weighted integral of the transmission probability and differ only in the partition functions of reactants and products.
